# Symmetric thresholding of a Hermitian matrix preserves the number of levels below $\mu$ if every level is farther from $\mu$ than the error bound

Let $H$ be the Hermitian matrix of a one-particle Hamiltonian in a finite orthonormal basis, with levels $\varepsilon_i$ counted with multiplicity, and let $\mu$ be a chemical potential. In row $i$, the entries in a set of columns $D_i$ are replaced by zero, which gives the matrix $T$ with levels $\theta_i$. The pattern is symmetric: $j\in D_i$ implies $i\in D_j$. Each $D_i$ has at most $m$ elements, and each deleted entry has modulus at most the drop tolerance $\tau\ge 0$, an energy. For a vector $x$, write $E_A(x)=\mathrm{Re}\,x^*Ax$ and $\|x\|^2=\sum_i|x_i|^2$; the expectation value is $E_A(x)/\|x\|^2$.

## Does a sparser Hamiltonian hold the same number of electrons?

With one electron in each level below $\mu$, the electron number is the number of levels below $\mu$. Deleting matrix elements shifts the levels, and one that crosses $\mu$ can change this number. Suppose that

$$|\varepsilon_i-\mu|>m\tau\quad\text{for all } i,$$

as for a finite system with $\mu$ well inside a gap. Then no $\theta_i$ equals $\mu$, and $T$ has as many levels below $\mu$ as $H$.

## Expectation values move by at most $m\tau$

Since $|x_i||x_j|\le\tfrac12(|x_i|^2+|x_j|^2)$,

$$|E_T(x)-E_H(x)|\le\sum_i\sum_{j\in D_i}|x_i||H_{ij}||x_j|\le\frac{\tau}{2}\sum_i\sum_{j\in D_i}(|x_i|^2+|x_j|^2).$$

By the symmetry of the pattern, the two parts of the last sum are equal. The right side is therefore $\tau\sum_i|D_i||x_i|^2\le m\tau\|x\|^2$.

## A dimension count compares the levels

Let $A$ and $B$ be Hermitian of size $N$, with levels $\alpha_i,\beta_j$ and orthonormal eigenvectors $u_i,v_j$. Assume that $E_B(x)\le E_A(x)+c\|x\|^2$ for all $x$, and that $\alpha_i+c<\beta_j$ for all $i\in S$ and $j\notin R$. Then $|S|\le|R|$.

Suppose instead that $|S|>|R|$. The conditions $\langle u_i,x\rangle=0$ for $i\notin S$ and $\langle v_j,x\rangle=0$ for $j\in R$ number $N-|S|+|R|<N$, so some $x\ne0$ satisfies them all. Let $\alpha$ be the largest $\alpha_i$ in $S$. Expanding in eigenvectors,

$$E_A(x)=\sum_i\alpha_i|\langle u_i,x\rangle|^2\le\alpha\|x\|^2,\qquad E_B(x)=\sum_j\beta_j|\langle v_j,x\rangle|^2>(\alpha+c)\|x\|^2,$$

which contradicts the assumption.

Now take $c=m\tau$ and use this twice.

- For $A=H$, $B=T$: if $\varepsilon_i<\mu\le\theta_j$, then $\varepsilon_i+m\tau<\mu\le\theta_j$. Hence $\#\{\varepsilon<\mu\}\le\#\{\theta<\mu\}$.
- For $A=T$, $B=H$: if $\theta_i\le\mu\le\varepsilon_j$, then $\theta_i+m\tau\le\mu+m\tau<\varepsilon_j$. Hence $\#\{\theta\le\mu\}\le\#\{\varepsilon<\mu\}$.

Together, $\#\{\theta\le\mu\}\le\#\{\varepsilon<\mu\}\le\#\{\theta<\mu\}$. All three are equal, and no $\theta_i$ is $\mu$.

## The remaining gap, and two sites at the limit

If $|\varepsilon_k-\mu|\ge g$ for all $k$, then $|\theta_i-\mu|\ge g-m\tau$. Otherwise $|\varepsilon_k-\theta_i|\ge g-|\theta_i-\mu|>m\tau$ for all $k$, and the result with $\theta_i$ in place of $\mu$ says that $\theta_i$ is not a level of $T$.

The strict inequality in the gap condition can't be relaxed to $\ge$. Two sites of energy zero with unit hopping have levels $\pm1$; deleting the hopping ($m=\tau=1$) puts both levels at $\mu=0$.

## Dropping elements before purification

In electronic structure, the result applies to linear-scaling calculations with a fixed, non-interacting or mean-field Hamiltonian in a finite orthonormal basis. Small elements of $H$ are dropped, and purification then builds the projector onto the levels below $\mu$ from sparse products. With $\tau=10^{-5}$ hartree and at most 200 nonzero elements dropped per row, $m\tau=0.002$ hartree. If all levels of $H$ are at least $0.05$ hartree from $\mu$, the count is unchanged and a distance of at least $0.048$ hartree remains. Purification usually also truncates its intermediate matrices, and the hypotheses say nothing about that step.

Exchanging $H$ and $T$ in the argument gives a neighbouring result, which has no Lean proof here: if every level of $T$ is farther than $m\tau$ from $\mu$, then $H$ has the same count.

## The statement in Lean

The finite type `n` labels the basis functions, `D i` is $D_i$, and `threshold H D` is $T$. `Negligible` collects the conditions on the pattern; despite its name, it doesn't say that the effect is small. It allows diagonal entries to be deleted and small ones to be kept. `expect` is the unnormalised $E_A(x)$. `hH.eigenvalues` lists the levels with multiplicity, `levelsBelow` counts those strictly below $\mu$, and `hgap` is the gap condition.

```lean
import Mathlib

open Matrix

namespace ThresholdedInertia

noncomputable section

variable {n : Type*} [Fintype n] [DecidableEq n]

/-- The matrix `H` after deletion, in each row `i`, of the entries in the columns `D i`. -/
def threshold (H : Matrix n n ℂ) (D : n → Finset n) : Matrix n n ℂ :=
  Matrix.of fun i j => if j ∈ D i then 0 else H i j

/-- The pattern `D` is symmetric, has at most `m` entries in each row, and meets only entries
of `H` of modulus at most the tolerance `τ ≥ 0`. -/
structure Negligible (H : Matrix n n ℂ) (D : n → Finset n) (m : ℕ) (τ : ℝ) : Prop where
  symm : ∀ i j, j ∈ D i → i ∈ D j
  card_le : ∀ i, (D i).card ≤ m
  tol_nonneg : 0 ≤ τ
  small : ∀ i, ∀ j ∈ D i, ‖H i j‖ ≤ τ

/-- The real part of `x* A x`, the unnormalised expectation value of `A` in the state `x`. -/
def expect (A : Matrix n n ℂ) (x : n → ℂ) : ℝ := (star x ⬝ᵥ A *ᵥ x).re

/-- The number of eigenvalues of a Hermitian matrix below `μ`, counted with multiplicity. -/
def levelsBelow {A : Matrix n n ℂ} (hA : A.IsHermitian) (μ : ℝ) : ℕ :=
  (Finset.univ.filter fun i => hA.eigenvalues i < μ).card

omit [Fintype n] in
/-- Deleting a symmetric pattern of entries keeps a Hermitian matrix Hermitian. -/
theorem threshold_isHermitian {H : Matrix n n ℂ} (hH : H.IsHermitian) {D : n → Finset n}
    (hD : ∀ i j, j ∈ D i → i ∈ D j) : (threshold H D).IsHermitian := by
  refine Matrix.IsHermitian.ext fun i j => ?_
  by_cases h : j ∈ D i
  · have h' := hD i j h
    simp [threshold, h, h']
  · have h' : i ∉ D j := fun k => h (hD j i k)
    simpa [threshold, h, h'] using hH.apply i j

/-- Deleting a negligible pattern changes the unnormalised expectation value at any vector `x` by at
most `m τ` times the squared norm of `x`. -/
theorem abs_expect_threshold_sub_le {H : Matrix n n ℂ} {D : n → Finset n} {m : ℕ} {τ : ℝ}
    (h : Negligible H D m τ) (x : n → ℂ) :
    |expect (threshold H D) x - expect H x| ≤ m * τ * ∑ i, ‖x i‖ ^ 2 := by
  have hd : (star x ⬝ᵥ H *ᵥ x) - (star x ⬝ᵥ threshold H D *ᵥ x)
      = ∑ i, ∑ j, if j ∈ D i then star (x i) * H i j * x j else 0 := by
    simp only [dotProduct, Matrix.mulVec, Finset.mul_sum, ← Finset.sum_sub_distrib]
    refine Finset.sum_congr rfl fun i _ => Finset.sum_congr rfl fun j _ => ?_
    by_cases hj : j ∈ D i <;> simp [threshold, hj, mul_assoc]
  -- each deleted term is bounded by the arithmetic-geometric inequality
  have hb : ‖∑ i, ∑ j, if j ∈ D i then star (x i) * H i j * x j else 0‖
      ≤ ∑ i, ∑ j, if j ∈ D i then τ / 2 * (‖x i‖ ^ 2 + ‖x j‖ ^ 2) else 0 := by
    refine norm_sum_le_of_le _ fun i _ => norm_sum_le_of_le _ fun j _ => ?_
    by_cases hj : j ∈ D i
    · rw [if_pos hj, if_pos hj, norm_mul, norm_mul, norm_star]
      have h1 := mul_le_mul_of_nonneg_left (h.small i j hj)
        (mul_nonneg (norm_nonneg (x i)) (norm_nonneg (x j)))
      have h2 := mul_nonneg h.tol_nonneg (sq_nonneg (‖x i‖ - ‖x j‖))
      nlinarith [h1, h2]
    · simp [hj]
  have hsplit : (∑ i, ∑ j, if j ∈ D i then τ / 2 * (‖x i‖ ^ 2 + ‖x j‖ ^ 2) else 0)
      = τ / 2 * ((∑ i, ∑ j, if j ∈ D i then ‖x i‖ ^ 2 else 0)
        + ∑ i, ∑ j, if j ∈ D i then ‖x j‖ ^ 2 else 0) := by
    rw [← Finset.sum_add_distrib, Finset.mul_sum]
    refine Finset.sum_congr rfl fun i _ => ?_
    rw [← Finset.sum_add_distrib, Finset.mul_sum]
    refine Finset.sum_congr rfl fun j _ => ?_
    split_ifs <;> ring
  -- the symmetry of the pattern makes the two sums equal
  have hsymm : (∑ i, ∑ j, if j ∈ D i then ‖x j‖ ^ 2 else 0)
      = ∑ i, ∑ j, if j ∈ D i then ‖x i‖ ^ 2 else 0 := by
    rw [Finset.sum_comm]
    refine Finset.sum_congr rfl fun i _ => Finset.sum_congr rfl fun j _ => ?_
    have hij : i ∈ D j ↔ j ∈ D i := ⟨h.symm j i, h.symm i j⟩
    simp only [hij]
  have hrow : (∑ i, ∑ j, if j ∈ D i then ‖x i‖ ^ 2 else 0) ≤ m * ∑ i, ‖x i‖ ^ 2 := by
    rw [Finset.mul_sum]
    refine Finset.sum_le_sum fun i _ => ?_
    have hc : (∑ j, if j ∈ D i then ‖x i‖ ^ 2 else 0) = (D i).card * ‖x i‖ ^ 2 := by
      simp [Finset.sum_ite_mem]
    rw [hc]
    exact mul_le_mul_of_nonneg_right (by exact_mod_cast h.card_le i) (by positivity)
  unfold expect
  rw [abs_sub_comm, ← Complex.sub_re, hd]
  refine (Complex.abs_re_le_norm _).trans (hb.trans ?_)
  rw [hsplit, hsymm]
  have h3 := mul_le_mul_of_nonneg_left hrow h.tol_nonneg
  linarith

omit [DecidableEq n] in
/-- If `y` has the components of `x` in an orthonormal basis multiplied by real factors `e j`,
then the real part of `⟨x, y⟩` is the sum of the `e j` weighted by the populations of `x`. -/
theorem re_inner_eq_sum (b : OrthonormalBasis n ℂ (EuclideanSpace ℂ n)) (e : n → ℝ)
    (x y : EuclideanSpace ℂ n) (h : ∀ j, inner ℂ (b j) y = (e j : ℂ) * inner ℂ (b j) x) :
    (inner ℂ x y).re = ∑ j, e j * ‖inner ℂ (b j) x‖ ^ 2 := by
  rw [← b.sum_inner_mul_inner x y, Complex.re_sum]
  refine Finset.sum_congr rfl fun j _ => ?_
  rw [h j, ← inner_conj_symm x (b j), ← Complex.normSq_eq_norm_sq, Complex.normSq_apply]
  simp only [Complex.mul_re, Complex.mul_im, Complex.conj_re, Complex.conj_im,
    Complex.ofReal_re, Complex.ofReal_im]
  ring

/-- The unnormalised expectation value of a Hermitian matrix at a vector `x` is the sum of its
eigenvalues weighted by the squared moduli of the components of `x` along the corresponding
orthonormal eigenvectors. -/
theorem expect_eq_sum {A : Matrix n n ℂ} (hA : A.IsHermitian) (x : EuclideanSpace ℂ n) :
    expect A x.ofLp
      = ∑ j, hA.eigenvalues j * ‖inner ℂ (hA.eigenvectorBasis j) x‖ ^ 2 := by
  rw [← re_inner_eq_sum hA.eigenvectorBasis hA.eigenvalues x (WithLp.toLp 2 (A *ᵥ x.ofLp)),
    EuclideanSpace.inner_eq_star_dotProduct]
  · exact congrArg Complex.re (dotProduct_comm _ _)
  · intro j
    have h1 : star (hA.eigenvectorBasis j).ofLp ᵥ* A
        = (hA.eigenvalues j : ℂ) • star (hA.eigenvectorBasis j).ofLp := by
      have h2 := congrArg star (hA.mulVec_eigenvectorBasis j)
      rw [Matrix.star_mulVec, hA.eq] at h2
      refine h2.trans ?_
      ext i
      simp
    rw [EuclideanSpace.inner_eq_star_dotProduct, EuclideanSpace.inner_eq_star_dotProduct]
    change (A *ᵥ x.ofLp) ⬝ᵥ star (hA.eigenvectorBasis j).ofLp = _
    rw [dotProduct_comm, Matrix.dotProduct_mulVec, h1, smul_dotProduct, smul_eq_mul,
      dotProduct_comm x.ofLp]

/-- Let `A` and `B` be Hermitian, and let the unnormalised expectation value of `B` at each vector
exceed that of `A` by at most `c` times the squared norm. If the levels of `A` in `S`, raised by
`c`, lie below all levels of `B` outside `R`, then `S` has at most as many levels as `R`. -/
theorem card_le_of_expect_le {A B : Matrix n n ℂ} (hA : A.IsHermitian) (hB : B.IsHermitian)
    (c : ℝ) (h : ∀ x, expect B x ≤ expect A x + c * ∑ i, ‖x i‖ ^ 2) (S R : Finset n)
    (hSR : ∀ i ∈ S, ∀ j ∉ R, hA.eigenvalues i + c < hB.eigenvalues j) :
    S.card ≤ R.card := by
  by_contra hcard
  have hlt : R.card < S.card := not_le.mp hcard
  -- a dimension count gives a state in the span of `S` and orthogonal to the levels in `R`
  let f : EuclideanSpace ℂ n →ₗ[ℂ] ((↥(Sᶜ) → ℂ) × (↥R → ℂ)) :=
    { toFun := fun x => (fun i => inner ℂ (hA.eigenvectorBasis i) x,
        fun j => inner ℂ (hB.eigenvectorBasis j) x)
      map_add' := fun x y => by
        ext k <;> simp
      map_smul' := fun a x => by
        ext k <;> simp }
  have hdim : Module.finrank ℂ ((↥(Sᶜ) → ℂ) × (↥R → ℂ))
      < Module.finrank ℂ (EuclideanSpace ℂ n) := by
    rw [Module.finrank_prod, Module.finrank_fintype_fun_eq_card,
      Module.finrank_fintype_fun_eq_card, Fintype.card_coe, Fintype.card_coe,
      finrank_euclideanSpace, Finset.card_compl]
    have := Finset.card_le_univ S
    omega
  obtain ⟨x, hx, hx0⟩ := Submodule.exists_mem_ne_zero_of_ne_bot
    (LinearMap.ker_ne_bot_of_finrank_lt (f := f) hdim)
  have hfx : f x = 0 := LinearMap.mem_ker.mp hx
  have hu : ∀ i ∉ S, inner ℂ (hA.eigenvectorBasis i) x = 0 := fun i hi =>
    congrFun (congrArg Prod.fst hfx) ⟨i, Finset.mem_compl.mpr hi⟩
  have hv : ∀ j ∈ R, inner ℂ (hB.eigenvectorBasis j) x = 0 := fun j hj =>
    congrFun (congrArg Prod.snd hfx) ⟨j, hj⟩
  have hnorm : ∀ b : OrthonormalBasis n ℂ (EuclideanSpace ℂ n),
      ∑ j, ‖inner ℂ (b j) x‖ ^ 2 = ∑ i, ‖x.ofLp i‖ ^ 2 := by
    intro b
    have h1 := re_inner_eq_sum b (fun _ => 1) x x (by simp)
    simp only [one_mul] at h1
    rw [← h1]
    exact (inner_self_eq_norm_sq (𝕜 := ℂ) x).trans (EuclideanSpace.norm_sq_eq x)
  obtain ⟨i₀, hi₀, hmax⟩ := Finset.exists_max_image S hA.eigenvalues
    (Finset.card_pos.mp (by omega))
  -- in this state `A` is at most its highest level in `S`
  have hp : ∑ i, hA.eigenvalues i * ‖inner ℂ (hA.eigenvectorBasis i) x‖ ^ 2
      ≤ ∑ i, hA.eigenvalues i₀ * ‖inner ℂ (hA.eigenvectorBasis i) x‖ ^ 2 := by
    refine Finset.sum_le_sum fun i _ => ?_
    by_cases hi : i ∈ S
    · exact mul_le_mul_of_nonneg_right (hmax i hi) (by positivity)
    · simp [hu i hi]
  obtain ⟨j₀, hj₀⟩ : ∃ j, inner ℂ (hB.eigenvectorBasis j) x ≠ 0 := by
    by_contra hne
    have h0 : ∀ j, inner ℂ (hB.eigenvectorBasis j) x = 0 := fun j =>
      not_not.mp fun hj => hne ⟨j, hj⟩
    apply hx0
    rw [← hB.eigenvectorBasis.sum_repr' x]
    exact Finset.sum_eq_zero fun j _ => by rw [h0 j, zero_smul]
  -- while `B` lies strictly above that level raised by `c`
  have hq : 0 < ∑ j, (hB.eigenvalues j - (hA.eigenvalues i₀ + c))
      * ‖inner ℂ (hB.eigenvectorBasis j) x‖ ^ 2 := by
    refine Finset.sum_pos' (fun j _ => ?_) ⟨j₀, Finset.mem_univ _, ?_⟩
    · by_cases hj : j ∈ R
      · simp [hv j hj]
      · exact mul_nonneg (sub_pos.mpr (hSR i₀ hi₀ j hj)).le (by positivity)
    · exact mul_pos (sub_pos.mpr (hSR i₀ hi₀ j₀ fun hj => hj₀ (hv j₀ hj)))
        (pow_pos (norm_pos_iff.mpr hj₀) 2)
  have hx1 := h x.ofLp
  rw [expect_eq_sum hA, expect_eq_sum hB] at hx1
  rw [← Finset.mul_sum, hnorm] at hp
  simp only [sub_mul, Finset.sum_sub_distrib] at hq
  rw [← Finset.mul_sum, hnorm] at hq
  linarith

/-- If no eigenvalue of the Hermitian matrix `H` lies within `m τ` of `μ`, then deleting a
negligible pattern leaves a matrix without eigenvalue `μ` and with the same number of eigenvalues
below `μ`, counted with multiplicity. -/
theorem threshold_preserves_levelsBelow {H : Matrix n n ℂ} (hH : H.IsHermitian)
    {D : n → Finset n} {m : ℕ} {τ : ℝ} (h : Negligible H D m τ) (μ : ℝ)
    (hgap : ∀ i, m * τ < |hH.eigenvalues i - μ|) :
    (∀ i, (threshold_isHermitian hH h.symm).eigenvalues i ≠ μ) ∧
      levelsBelow (threshold_isHermitian hH h.symm) μ = levelsBelow hH μ := by
  have hT := threshold_isHermitian hH h.symm
  have h1 : (Finset.univ.filter fun i => hH.eigenvalues i < μ).card
      ≤ (Finset.univ.filter fun i => hT.eigenvalues i < μ).card := by
    refine card_le_of_expect_le hH hT (m * τ)
      (fun x => by linarith [(abs_le.mp (abs_expect_threshold_sub_le h x)).2]) _ _ ?_
    intro i hi j hj
    simp only [Finset.mem_filter, Finset.mem_univ, true_and, not_lt] at hi hj
    have hg := hgap i
    rw [abs_of_neg (sub_neg.mpr hi)] at hg
    linarith
  have h2 : (Finset.univ.filter fun i => hT.eigenvalues i ≤ μ).card
      ≤ (Finset.univ.filter fun i => hH.eigenvalues i < μ).card := by
    refine card_le_of_expect_le hT hH (m * τ)
      (fun x => by linarith [(abs_le.mp (abs_expect_threshold_sub_le h x)).1]) _ _ ?_
    intro i hi j hj
    simp only [Finset.mem_filter, Finset.mem_univ, true_and, not_lt] at hi hj
    have hg := hgap j
    rw [abs_of_nonneg (sub_nonneg.mpr hj)] at hg
    linarith
  have hsub : (Finset.univ.filter fun i => hT.eigenvalues i < μ)
      ⊆ Finset.univ.filter fun i => hT.eigenvalues i ≤ μ := by
    intro i hi
    simp only [Finset.mem_filter, Finset.mem_univ, true_and] at hi ⊢
    exact hi.le
  refine ⟨fun i hi => ?_, le_antisymm ((Finset.card_le_card hsub).trans h2) h1⟩
  -- the levels below `μ` already exhaust those at or below `μ`
  have heq := Finset.eq_of_subset_of_card_le hsub (h2.trans h1)
  have hmem : i ∈ Finset.univ.filter fun i => hT.eigenvalues i ≤ μ :=
    Finset.mem_filter.mpr ⟨Finset.mem_univ i, hi.le⟩
  rw [← heq] at hmem
  exact (Finset.mem_filter.mp hmem).2.ne hi

/-- If all eigenvalues of the Hermitian matrix `H` are at least `g` away from `μ`, those of the
matrix left after deleting a negligible pattern are at least `g - m τ` away from `μ`. -/
theorem threshold_remaining_gap {H : Matrix n n ℂ} (hH : H.IsHermitian)
    {D : n → Finset n} {m : ℕ} {τ : ℝ} (h : Negligible H D m τ) (μ g : ℝ)
    (hgap : ∀ i, g ≤ |hH.eigenvalues i - μ|) (i : n) :
    g - m * τ ≤ |(threshold_isHermitian hH h.symm).eigenvalues i - μ| := by
  by_contra hlt
  have hlt' := not_le.mp hlt
  refine (threshold_preserves_levelsBelow hH h
    ((threshold_isHermitian hH h.symm).eigenvalues i) fun k => ?_).1 i rfl
  have h1 := abs_sub_le (hH.eigenvalues k)
    ((threshold_isHermitian hH h.symm).eigenvalues i) μ
  linarith [hgap k]

/-- The Hamiltonian of two sites of equal energy zero with unit hopping. -/
def dimer : Matrix (Fin 2) (Fin 2) ℂ := !![0, 1; 1, 0]

/-- The two-site Hamiltonian is Hermitian, and its off-diagonal entries form a negligible pattern
with one entry per row and tolerance one. -/
theorem dimer_negligible :
    dimer.IsHermitian ∧ Negligible dimer (fun i => {i}ᶜ) 1 1 := by
  refine ⟨?_, by decide, by decide, zero_le_one, ?_⟩
  · refine Matrix.IsHermitian.ext fun i j => ?_
    fin_cases i <;> fin_cases j <;> simp [dimer]
  · intro i j _
    fin_cases i <;> fin_cases j <;> simp [dimer]

/-- Both eigenvalues of a traceless Hermitian two-level matrix with determinant `-d` have
square `d`. -/
theorem two_level_sq {A : Matrix (Fin 2) (Fin 2) ℂ} (hA : A.IsHermitian) (d : ℝ)
    (ht : A.trace = 0) (hd : A.det = -(d : ℂ)) (i : Fin 2) : hA.eigenvalues i ^ 2 = d := by
  have h1 : (0 : ℂ) = (hA.eigenvalues 0 : ℂ) + (hA.eigenvalues 1 : ℂ) :=
    (ht.symm.trans hA.trace_eq_sum_eigenvalues).trans (Fin.sum_univ_two _)
  have h2 : -(d : ℂ) = (hA.eigenvalues 0 : ℂ) * (hA.eigenvalues 1 : ℂ) :=
    (hd.symm.trans hA.det_eq_prod_eigenvalues).trans (Fin.prod_univ_two _)
  have h1' : 0 = hA.eigenvalues 0 + hA.eigenvalues 1 := by exact_mod_cast h1
  have h2' : -d = hA.eigenvalues 0 * hA.eigenvalues 1 := by exact_mod_cast h2
  revert i
  rw [Fin.forall_fin_two]
  constructor
  · linear_combination h2' - hA.eigenvalues 0 * h1'
  · linear_combination h2' - hA.eigenvalues 1 * h1'

/-- The two-site Hamiltonian has both levels at distance exactly one from zero, and deleting its
off-diagonal entries moves both levels to zero. -/
theorem gap_condition_sharp :
    (∀ i, |dimer_negligible.1.eigenvalues i| = 1) ∧
      ∀ i, (threshold_isHermitian dimer_negligible.1
        dimer_negligible.2.symm).eigenvalues i = 0 := by
  have hT0 : threshold dimer (fun i => {i}ᶜ) = 0 := by
    ext i j
    fin_cases i <;> fin_cases j <;> simp [threshold, dimer]
  constructor
  · intro i
    have h := two_level_sq dimer_negligible.1 1 (by simp [dimer, Matrix.trace_fin_two])
      (by simp [dimer, Matrix.det_fin_two]) i
    rcases mul_self_eq_one_iff.mp ((sq _).symm.trans h) with h | h <;> simp [h]
  · intro i
    have h := two_level_sq (threshold_isHermitian dimer_negligible.1
      dimer_negligible.2.symm) 0 (by rw [hT0]; simp) (by rw [hT0]; simp) i
    exact pow_eq_zero_iff (two_ne_zero) |>.mp h

end

end ThresholdedInertia
```

```lean
#print axioms ThresholdedInertia.threshold_preserves_levelsBelow
-- 'ThresholdedInertia.threshold_preserves_levelsBelow' depends on axioms: [propext, Classical.choice, Quot.sound]
#print axioms ThresholdedInertia.threshold_remaining_gap
-- 'ThresholdedInertia.threshold_remaining_gap' depends on axioms: [propext, Classical.choice, Quot.sound]
#print axioms ThresholdedInertia.gap_condition_sharp
-- 'ThresholdedInertia.gap_condition_sharp' depends on axioms: [propext, Classical.choice, Quot.sound]
```

## From the quadratic form to the level count

`threshold_isHermitian` checks deleted and kept entries separately, so that $T$ has real levels. In `abs_expect_threshold_sub_le`, `hd` isolates the deleted terms, `hb` bounds them using $(|x_i|-|x_j|)^2\ge0$, `hsymm` exchanges the summations, and `hrow` counts entries per row.

`re_inner_eq_sum` and `expect_eq_sum` supply the eigenvector expansion. In `card_le_of_expect_le`, the linear map `f` collects the orthogonality conditions. Its target has smaller dimension than its domain, so its kernel contains a nonzero $x$. The bounds `hp` and `hq` are those on $E_A$ and $E_B$, and `linarith` finds the contradiction.

In `threshold_preserves_levelsBelow`, `h1` and `h2` are the two comparisons. The set of levels of $T$ below $\mu$ lies in the set at or below $\mu$ and is at least as large, so the sets coincide. `threshold_remaining_gap` applies this theorem at the supposed level of $T$.

For the two sites, `dimer_negligible` verifies the pattern, and `two_level_sq` obtains the squared levels from trace and determinant. `gap_condition_sharp` uses it before and after deletion.
